# With nonnegative friction, an oscillator driven from rest is passive exactly when it starts at a global potential minimum

A particle sits at rest in an anharmonic potential, and a time-dependent force begins to push it. Can the force ever take out more energy than it has put in?

```lean
import Mathlib

open Set

namespace AnharmonicPassivity

noncomputable section

/-- Motion of a unit mass in the potential `V` with friction `g` under the continuous force `F`,
starting at rest at the origin; `x` is the position and `v` the velocity for times `t ≥ 0`. -/
structure DrivenFromRest (V : ℝ → ℝ) (g : ℝ) (F x v : ℝ → ℝ) : Prop where
  force_cont : ContinuousOn F (Ici 0)
  velocity : ∀ t ∈ Ici (0 : ℝ), HasDerivWithinAt x (v t) (Ici 0) t
  newton : ∀ t ∈ Ici (0 : ℝ),
    HasDerivWithinAt v (F t - g * v t - deriv V (x t)) (Ici 0) t
  x_zero : x 0 = 0
  v_zero : v 0 = 0

/-- Work done by the force `F` on a particle with velocity `v` between times `0` and `T`. -/
def work (F v : ℝ → ℝ) (T : ℝ) : ℝ := ∫ t in (0 : ℝ)..T, F t * v t

/-- Mechanical energy, kinetic plus potential, at time `t`. -/
def energy (V x v : ℝ → ℝ) (t : ℝ) : ℝ := v t ^ 2 / 2 + V (x t)

/-- The oscillator is passive if no continuous drive starting from rest does negative work. -/
def IsPassive (V : ℝ → ℝ) (g : ℝ) : Prop :=
  ∀ F x v, DrivenFromRest V g F x v → ∀ T > 0, 0 ≤ work F v T

variable {V F x v : ℝ → ℝ} {g T : ℝ}

/-- Power balance: the energy changes at the rate of the supplied power minus the power
lost to friction. -/
theorem power_balance (hV : Differentiable ℝ V) (hm : DrivenFromRest V g F x v)
    {t : ℝ} (ht : t ∈ Ici (0 : ℝ)) :
    HasDerivWithinAt (energy V x v) (F t * v t - g * v t ^ 2) (Ici 0) t := by
  have hk := ((hm.newton t ht).pow 2).div_const 2
  have hp := (hV (x t)).hasDerivAt.comp_hasDerivWithinAt t (hm.velocity t ht)
  exact (hk.add hp).congr_deriv (by ring)

/-- Energy balance: the work done up to time `T` is the kinetic energy plus the rise in potential
energy plus the energy lost to friction. -/
theorem work_eq (hV : Differentiable ℝ V) (hm : DrivenFromRest V g F x v) (hT : 0 ≤ T) :
    work F v T = v T ^ 2 / 2 + (V (x T) - V 0) + g * ∫ t in (0 : ℝ)..T, v t ^ 2 := by
  have hv : ContinuousOn v (Ici 0) := fun t ht => (hm.newton t ht).continuousWithinAt
  have hE : ContinuousOn (energy V x v) (Ici 0) :=
    fun t ht => (power_balance hV hm ht).continuousWithinAt
  have i1 : IntervalIntegrable (fun t => F t * v t) MeasureTheory.volume 0 T :=
    ((hm.force_cont.mul hv).mono Icc_subset_Ici_self).intervalIntegrable_of_Icc hT
  have i2 : IntervalIntegrable (fun t => g * v t ^ 2) MeasureTheory.volume 0 T :=
    ((continuousOn_const.mul (hv.pow 2)).mono Icc_subset_Ici_self).intervalIntegrable_of_Icc hT
  -- integrate the power balance over the driving period
  have ftc : ∫ t in (0 : ℝ)..T, (F t * v t - g * v t ^ 2)
      = energy V x v T - energy V x v 0 :=
    intervalIntegral.integral_eq_sub_of_hasDerivAt_of_le hT (hE.mono Icc_subset_Ici_self)
      (fun t ht => (power_balance hV hm (le_of_lt ht.1)).hasDerivAt (Ici_mem_nhds ht.1))
      (i1.sub i2)
  rw [intervalIntegral.integral_sub i1 i2, intervalIntegral.integral_const_mul] at ftc
  simp only [energy, hm.x_zero, hm.v_zero] at ftc
  unfold work
  linear_combination ftc

/-- Passivity: if the friction coefficient is nonnegative and the potential is nowhere lower than at
the starting point, the drive does nonnegative work over every period `(0, T)`. -/
theorem work_nonneg (hV : Differentiable ℝ V) (hmin : ∀ y, V 0 ≤ V y) (hg : 0 ≤ g)
    (hm : DrivenFromRest V g F x v) (hT : 0 < T) : 0 ≤ work F v T := by
  rw [work_eq hV hm hT.le]
  have hI : 0 ≤ ∫ t in (0 : ℝ)..T, v t ^ 2 :=
    intervalIntegral.integral_nonneg hT.le (fun t _ => sq_nonneg (v t))
  have h1 := mul_nonneg hg hI
  have h2 := hmin (x T)
  have h3 := sq_nonneg (v T)
  linarith

/-- With positive friction and a potential nowhere lower than at the origin, a drive that has done
zero work up to time `T` has left the particle at the origin throughout `[0, T]`. -/
theorem at_rest_of_work_eq_zero (hV : Differentiable ℝ V) (hmin : ∀ y, V 0 ≤ V y) (hg : 0 < g)
    (hm : DrivenFromRest V g F x v) (hT : 0 < T) (hW : work F v T = 0) :
    ∀ t ∈ Icc 0 T, x t = 0 := by
  have hv : ContinuousOn v (Ici 0) := fun t ht => (hm.newton t ht).continuousWithinAt
  have hx : ContinuousOn x (Ici 0) := fun t ht => (hm.velocity t ht).continuousWithinAt
  -- any nonzero velocity would dissipate a positive amount of energy
  have hv0 : ∀ s ∈ Icc 0 T, v s = 0 := by
    intro s hs
    by_contra hne
    have hI : 0 < ∫ t in (0 : ℝ)..T, v t ^ 2 :=
      intervalIntegral.integral_pos hT ((hv.pow 2).mono Icc_subset_Ici_self)
        (fun t _ => sq_nonneg (v t)) ⟨s, hs, by positivity⟩
    have h1 := mul_pos hg hI
    have h2 := hmin (x T)
    have h3 := sq_nonneg (v T)
    have h4 := work_eq hV hm hT.le
    linarith
  intro t ht
  have ftc : ∫ s in (0 : ℝ)..t, v s = x t - x 0 :=
    intervalIntegral.integral_eq_sub_of_hasDerivAt_of_le ht.1 (hx.mono Icc_subset_Ici_self)
      (fun s hs => (hm.velocity s (le_of_lt hs.1)).hasDerivAt (Ici_mem_nhds hs.1))
      ((hv.mono Icc_subset_Ici_self).intervalIntegrable_of_Icc ht.1)
  have hz : ∫ s in (0 : ℝ)..t, v s = ∫ _s in (0 : ℝ)..t, (0 : ℝ) :=
    intervalIntegral.integral_congr (fun s hs => by
      rw [uIcc_of_le ht.1] at hs
      exact hv0 s ⟨hs.1, hs.2.trans ht.2⟩)
  rw [hz, intervalIntegral.integral_zero, hm.x_zero] at ftc
  linarith

/-- Position on a smooth ramp from `0` to `a` traversed at rate `r`. -/
def rampPos (a r t : ℝ) : ℝ := a * (3 * (r * t) ^ 2 - 2 * (r * t) ^ 3)

/-- Velocity on the ramp. -/
def rampVel (a r t : ℝ) : ℝ := 6 * a * r * (r * t - (r * t) ^ 2)

/-- Force that steers the particle along the ramp against inertia, friction and the potential. -/
def rampForce (V : ℝ → ℝ) (g a r t : ℝ) : ℝ :=
  6 * a * r ^ 2 * (1 - 2 * (r * t)) + g * rampVel a r t + deriv V (rampPos a r t)

/-- The ramp solves the equation of motion from rest under the ramp force. -/
theorem ramp_driven (hV : ContDiff ℝ 1 V) (g a r : ℝ) :
    DrivenFromRest V g (rampForce V g a r) (rampPos a r) (rampVel a r) := by
  have h : ∀ t : ℝ, HasDerivAt (fun s : ℝ => r * s) r t := fun t => by
    simpa using (hasDerivAt_id' t).const_mul r
  have hdV : Continuous (deriv V) := hV.continuous_deriv le_rfl
  have hp : Continuous (rampPos a r) := by unfold rampPos; fun_prop
  have hv : Continuous (rampVel a r) := by unfold rampVel; fun_prop
  refine ⟨?_, fun t _ => ?_, fun t _ => ?_, by simp [rampPos], by simp [rampVel]⟩
  · have hc : Continuous (fun t : ℝ => 6 * a * r ^ 2 * (1 - 2 * (r * t))) := by fun_prop
    exact ((hc.add (continuous_const.mul hv)).add (hdV.comp hp)).continuousOn
  · have hd := ((((h t).pow 2).const_mul 3).sub (((h t).pow 3).const_mul 2)).const_mul a
    exact (hd.congr_deriv (by unfold rampVel; ring)).hasDerivWithinAt
  · have hd := ((h t).sub ((h t).pow 2)).const_mul (6 * a * r)
    exact (hd.congr_deriv (by unfold rampForce; ring)).hasDerivWithinAt

/-- The work along the complete ramp is the potential difference plus a frictional loss
proportional to the rate `r`. -/
theorem ramp_work (hV : ContDiff ℝ 1 V) (g a : ℝ) {r : ℝ} (hr : 0 < r) :
    work (rampForce V g a r) (rampVel a r) r⁻¹ = V a - V 0 + 6 / 5 * g * a ^ 2 * r := by
  have hr1 : r * r⁻¹ = 1 := mul_inv_cancel₀ hr.ne'
  have hx : rampPos a r r⁻¹ = a := by simp only [rampPos, hr1]; ring
  have hv : rampVel a r r⁻¹ = 0 := by simp only [rampVel, hr1]; ring
  have hc : Continuous (fun t => rampVel a r t ^ 2) := by unfold rampVel; fun_prop
  -- explicit antiderivative of the squared velocity
  have hI : ∫ t in (0 : ℝ)..r⁻¹, rampVel a r t ^ 2 = 6 / 5 * a ^ 2 * r := by
    rw [intervalIntegral.integral_eq_sub_of_hasDerivAt
      (f := fun t => 36 * a ^ 2 * r * ((r * t) ^ 3 / 3 - (r * t) ^ 4 / 2 + (r * t) ^ 5 / 5))
      (fun t _ => ?_) (hc.intervalIntegrable _ _)]
    · simp only [hr1]; ring
    · have h : HasDerivAt (fun s : ℝ => r * s) r t := by
        simpa using (hasDerivAt_id' t).const_mul r
      have hd := ((((h.pow 3).div_const 3).sub ((h.pow 4).div_const 2)).add
        ((h.pow 5).div_const 5)).const_mul (36 * a ^ 2 * r)
      exact hd.congr_deriv (by unfold rampVel; ring)
  rw [work_eq (hV.differentiable (by norm_num)) (ramp_driven hV g a r) (inv_pos.mpr hr).le,
    hx, hv, hI]
  ring

/-- An anharmonic oscillator with nonnegative friction is passive exactly when its starting point
is a global minimum of the potential. -/
theorem isPassive_iff (hV : ContDiff ℝ 1 V) (hg : 0 ≤ g) :
    IsPassive V g ↔ ∀ y, V 0 ≤ V y := by
  constructor
  · intro hpass a
    by_contra hlt
    have hd : 0 < V 0 - V a := by linarith [not_le.mp hlt]
    have hpos : 0 < 2 * (g * a ^ 2 + 1) := by positivity
    -- a ramp slow enough that friction consumes less than the potential drop
    obtain ⟨r, hr, hrd⟩ : ∃ r : ℝ, 0 < r ∧ r * (2 * (g * a ^ 2 + 1)) = V 0 - V a :=
      ⟨(V 0 - V a) / (2 * (g * a ^ 2 + 1)), div_pos hd hpos, div_mul_cancel₀ _ hpos.ne'⟩
    have hW := hpass _ _ _ (ramp_driven hV g a r) r⁻¹ (inv_pos.mpr hr)
    rw [ramp_work hV g a hr] at hW
    have h0 : 0 ≤ g * a ^ 2 * r := by positivity
    nlinarith
  · intro hmin F x v hm T hT
    exact work_nonneg (hV.differentiable (by norm_num)) hmin hg hm hT

end

end AnharmonicPassivity
```

## Passivity as a condition on the potential

For a continuously differentiable potential $V$ and friction coefficient $g\ge 0$, `isPassive_iff` says that no continuous drive starting from rest at the origin does negative total work over any period $(0,T)$ if and only if $V(0)\le V(y)$ for every $y$. A local minimum is not enough: a deeper well elsewhere lets some drive extract energy, however strong the friction.

`DrivenFromRest V g F x v` encodes the motion of a unit mass for $t\ge 0$:

$$x'=v,\qquad v'=F(t)-g\,v-V'(x),\qquad x(0)=v(0)=0.$$

Here $x$ is the position, $v$ the velocity and $F$ the applied force, continuous on $[0,\infty)$. The set `Ici 0` is this half-line, so derivatives at $t=0$ are one-sided. `work F v T` is $W(T)=\int_0^T Fv\,dt$, positive when the drive supplies energy, and `IsPassive` demands $W(T)\ge 0$ for all such motions and all $T>0$.

The model is classical, with one coordinate and friction linear in the velocity; there is no thermal noise. Motions must exist for all $t\ge 0$, so trajectories that escape to infinity in finite time are not covered. In a simulation of this one-coordinate model with $g\ge0$, started at rest at a global minimum, a negative accumulated work signals numerical error. A particle that starts with nonzero velocity is different: the drive can extract some of its initial kinetic energy by braking it.

## Where the supplied energy goes

Let $E=v^2/2+V(x)$. The chain rule and the equation of motion give

$$E'=v\,(F-gv-V'(x))+V'(x)\,v=Fv-gv^2.$$

This is `power_balance`, where `ring` performs the cancellation. Integrating from $0$ to $T$, with $E(0)=V(0)$, gives `work_eq`:

$$W(T)=\tfrac12 v(T)^2+\bigl[V(x(T))-V(0)\bigr]+g\int_0^T v^2\,dt.$$

The Lean proof applies the fundamental theorem of calculus to `energy`. Since the integrand $Fv-gv^2$ is continuous, $V'$ itself need not be, and differentiability of $V$ suffices here.

If $V(0)$ is the global minimum value and $g\ge0$, all three terms are nonnegative. `work_nonneg` proves each sign and adds them with `linarith`.

If moreover $g>0$ and $W(T)=0$, each term must vanish. A continuous velocity that is nonzero anywhere on $[0,T]$ would make $\int_0^T v^2\,dt$ positive, so $v=0$ throughout, and integrating $x'=v$ gives $x=0$. This is `at_rest_of_work_eq_zero`.

## Extracting energy with a slow ramp

Suppose instead that $V(a)<V(0)$ for some $a$. Choose a rate $r>0$, write $s=rt$, and prescribe

$$x=a(3s^2-2s^3),\qquad v=6ar(s-s^2),\qquad v'=6ar^2(1-2s).$$

The force that produces this motion is $F=v'+gv+V'(x)$, which is `rampForce`. It is continuous because $V'$ is, and `ramp_driven` verifies the equation of motion and the initial conditions.

At $t=1/r$ the particle is at $a$ with zero velocity. The friction integral is

$$\int_0^{1/r}v^2\,dt=36a^2r\int_0^1(s-s^2)^2\,ds
=36a^2r\left(\tfrac13-\tfrac12+\tfrac15\right)=\tfrac65a^2r.$$

The energy balance then yields `ramp_work`:

$$W(1/r)=V(a)-V(0)+\tfrac65\,g a^2r.$$

The frictional loss shrinks with $r$, while the potential drop $D=V(0)-V(a)>0$ stays fixed. The proof of `isPassive_iff` takes $r=D/[2(ga^2+1)]$. The loss is then

$$\tfrac65ga^2r=\tfrac35D\,\frac{ga^2}{ga^2+1}\le\tfrac35D,$$

so $W(1/r)\le-\tfrac25D<0$, contradicting passivity; `nlinarith` closes this inequality. The other direction of the equivalence is `work_nonneg`.

## A double well in numbers

Take $V(y)=y^4/4-y^2/2$, $g=1$ and $a=1$. The particle starts on the barrier top, with $V(0)=0$ and $V(1)=-0.25$. A ramp at rate $r=0.1$ lasts 10 time units and loses $1.2\times0.1=0.12$ to friction, so the drive does work $-0.25+0.12=-0.13$: it extracts energy. At $r=0.5$ the loss is $0.6$ and the work is $+0.35$. The same displacement costs energy when made quickly and yields energy when made slowly.

```lean
#print axioms AnharmonicPassivity.at_rest_of_work_eq_zero
#print axioms AnharmonicPassivity.isPassive_iff
```

```
'AnharmonicPassivity.at_rest_of_work_eq_zero' depends on axioms: [propext, Classical.choice, Quot.sound]
'AnharmonicPassivity.isPassive_iff' depends on axioms: [propext, Classical.choice, Quot.sound]
```
